# For a harmonic oscillator perturbed by $Fx$, the Hylleraas functional has minimum $-F^2/2$ over polynomials times the ground state ($\hbar=m=\omega=1$)

## A one-parameter trial function

A particle in a harmonic well is exposed to a uniform field, and we want the second-order change of its ground-state energy. In units with $\hbar=m=\omega=1$, take $H_0=p^2/2+x^2/2$, with ground state $\psi_0=\pi^{-1/4}e^{-x^2/2}$ and energy $E_0=1/2$, and the perturbation $V=x$. The field pushes the particle to one side, so try the first-order wavefunction $c\,x\,\psi_0$ with a real number $c$.

The function $x\psi_0$ is proportional to the first excited state, one unit above the ground state, and $\langle x^2\rangle=1/2$ in $\psi_0$. The Hylleraas functional, whose minimum is the second-order energy, is therefore
$$\langle c x\psi_0|H_0-E_0|c x\psi_0\rangle+2\langle c x\psi_0|V|\psi_0\rangle=\frac{c^2}{2}+c=-\frac12+\frac{(c+1)^2}{2}.$$
The minimum is $-1/2$, at $c=-1$. The same completed square appears when $cx$ is replaced by any real polynomial.

## The functional for a general prefactor

Let the perturbation be $V=Fx$ with real $F$. Here $F$ is the slope of the potential, so the force on the particle is $-F$. The general Hylleraas functional contains $V-E_1$ in place of $V$, with $E_1$ the first-order energy; here $E_1=F\langle x\rangle$ vanishes by symmetry. For a trial function $f\psi_0$ with a real polynomial $f$, we need $H_0-E_0$ acting on a product. Since $\psi_0'=-x\psi_0$,
$$(f\psi_0)''=\bigl(f''-2xf'+(x^2-1)f\bigr)\psi_0,$$
and hence
$$(H_0-\tfrac12)(f\psi_0)=(Lf)\,\psi_0,\qquad Lf=xf'-\tfrac12f''.$$

Write $w=\psi_0^2=e^{-x^2}/\sqrt\pi$ and $\langle q\rangle=\int q\,w\,dx$. The Hylleraas functional is $\langle f\,Lf\rangle+2F\langle xf\rangle$. An integration by parts, carried out below, turns it into
$$J(f)=\int\Bigl(\tfrac12f'^2+2Fx f\Bigr)w\,dx.$$

## What is proved, and how Lean expresses it

For every real $F$ and every real polynomial $f$,
$$J(f)\ge-\frac{F^2}{2},\qquad J(f)=-\frac{F^2}{2}\iff f'=-F.$$
This is `second_order_energy`; setting $F=1$ gives the bound $-1/2$. The companion theorem `minimiser_iff_first_order_equation` says that equality also holds exactly when $Lf=-Fx$, the first-order perturbation equation.

The type `ℝ[X]` is that of real polynomials, `X` is the position variable, `C a` is the constant polynomial $a$, and `derivative` is the algebraic derivative. The density $w$ is `weight`, and $\langle q\rangle$ is `mean q`, a Lebesgue integral over the whole line. The operator $L$ is called `excitation`, because it measures energy above the ground state. The definition `hylleraas` uses the slope form $J(f)$ directly; `excitation_energy` supplies its link to the expectation form.

The theorems concern one particle in one dimension and real polynomial prefactors of any degree. The step left to ordinary perturbation theory is the identification of the minimum of $J$ with the $F^2$ term in the ground-state energy of $H_0+Fx$. For this model it can be seen from
$$H_0+Fx=\frac{p^2}{2}+\frac{(x+F)^2}{2}-\frac{F^2}{2},$$
a displaced oscillator with ground-state energy $1/2-F^2/2$.

In electronic structure, the quadratic energy lowering $\alpha\mathcal E^2/2$ in a static electric field $\mathcal E$ defines the polarisability $\alpha$. For a single harmonically bound charge $Q$, the slope is $F=-Q\mathcal E$, so the result gives $\alpha=Q^2$ in the present units. The model has no electron–electron interaction.

## Integration by parts and the completed square

For a polynomial $q$, the product rule gives $(qw)'=(q'-2xq)w$. Since $qw$ vanishes at both ends of the line,
$$2\langle xq\rangle=\langle q'\rangle.\tag{1}$$

Put $q=ff'$ in (1). Then $2\langle xff'\rangle=\langle f'^2\rangle+\langle ff''\rangle$, so
$$\langle f\,Lf\rangle=\langle xff'\rangle-\tfrac12\langle ff''\rangle=\tfrac12\langle f'^2\rangle.\tag{2}$$
This justifies the slope form of the functional.

Now put $q=f$ in (1), which gives $2F\langle xf\rangle=F\langle f'\rangle$. With $\langle1\rangle=1$,
$$J(f)=\tfrac12\langle f'^2\rangle+F\langle f'\rangle=-\frac{F^2}{2}+\tfrac12\langle(f'+F)^2\rangle.\tag{3}$$

The last mean is nonnegative, which proves the bound. If it is zero, the continuous nonnegative integrand $(f'+F)^2w$ vanishes everywhere. As $w>0$, this means $f'=-F$, or $f=-Fx+b$ with a constant $b$. The constant only adds a multiple of $\psi_0$ to the first-order wavefunction; requiring orthogonality to $\psi_0$ sets $b=0$.

It remains to compare with the first-order equation. If $f'=-F$, then $f''=0$ and $Lf=-Fx$. Conversely, suppose $Lf=-Fx$ and let $g=f+Fx$. Since $L(Fx)=Fx$, we have $Lg=0$, and (2) gives
$$0=\langle g\,Lg\rangle=\tfrac12\langle g'^2\rangle=\tfrac12\langle(f'+F)^2\rangle.$$
By (3), $J(f)=-F^2/2$.

## The complete Lean file

```lean
import Mathlib

open Polynomial MeasureTheory

namespace OscillatorFieldHylleraas

noncomputable section

/-- The ground-state probability density of the harmonic oscillator, `exp(-x²)/√π`. -/
def weight (x : ℝ) : ℝ := Real.exp (-x ^ 2) / √Real.pi

/-- The ground-state expectation value of a polynomial in the position. -/
def mean (q : ℝ[X]) : ℝ := ∫ x : ℝ, q.eval x * weight x

/-- The operator `L f = x f' - f''/2` on polynomial prefactors. -/
def excitation (f : ℝ[X]) : ℝ[X] :=
  X * derivative f - C (1 / 2) * derivative (derivative f)

/-- The Hylleraas functional for the perturbing potential `F x` and the trial first-order function
`f` times the ground state: the integral of `f'²/2 + 2 F x f` over the ground-state density. -/
def hylleraas (F : ℝ) (f : ℝ[X]) : ℝ :=
  ∫ x : ℝ, ((derivative f).eval x ^ 2 / 2 + 2 * (F * x) * f.eval x) * weight x

/-- Every polynomial in the position is integrable against the ground-state density. -/
theorem integrable_polynomial (q : ℝ[X]) :
    Integrable (fun x : ℝ => q.eval x * weight x) := by
  induction q using Polynomial.induction_on' with
  | add p q hp hq =>
    refine (hp.add hq).congr (Filter.Eventually.of_forall fun x => ?_)
    simp only [Pi.add_apply, eval_add]
    ring
  | monomial n a =>
    have hn : (-1 : ℝ) < (n : ℝ) := by
      have : (0 : ℝ) ≤ (n : ℝ) := Nat.cast_nonneg n
      linarith
    have h := (integrable_rpow_mul_exp_neg_mul_sq (b := 1) one_pos hn).const_mul
      (a / √Real.pi)
    refine h.congr (Filter.Eventually.of_forall fun x => ?_)
    simp only [Real.rpow_natCast, eval_monomial, weight, neg_mul, one_mul]
    ring

/-- The ground-state expectation value is linear. -/
theorem mean_linear (a b : ℝ) (p q : ℝ[X]) :
    mean (C a * p + C b * q) = a * mean p + b * mean q := by
  unfold mean
  rw [← integral_const_mul, ← integral_const_mul,
    ← integral_add ((integrable_polynomial p).const_mul a)
      ((integrable_polynomial q).const_mul b)]
  refine integral_congr_ae (Filter.Eventually.of_forall fun x => ?_)
  simp only [eval_add, eval_mul, eval_C]
  ring

/-- Integration by parts in the ground state: `2⟨x q⟩ = ⟨q'⟩` for every polynomial `q`. -/
theorem mean_by_parts (q : ℝ[X]) : 2 * mean (X * q) = mean (derivative q) := by
  have hd : ∀ x : ℝ, HasDerivAt (fun y : ℝ => q.eval y * weight y)
      ((C 1 * derivative q + C (-2) * (X * q)).eval x * weight x) x := by
    intro x
    have h : HasDerivAt (fun y : ℝ => -y ^ 2) (-(2 * x)) x := by
      simpa using (hasDerivAt_pow 2 x).fun_neg
    have h2 := (q.hasDerivAt x).fun_mul (h.exp.div_const (√Real.pi))
    refine h2.congr_deriv ?_
    simp only [weight, eval_add, eval_mul, eval_C, eval_X]
    ring
  -- the total derivative of `q w` integrates to zero
  have h0 : mean (C 1 * derivative q + C (-2) * (X * q)) = 0 :=
    integral_eq_zero_of_hasDerivAt_of_integrable hd (integrable_polynomial _)
      (integrable_polynomial q)
  rw [mean_linear] at h0
  linarith

/-- The expectation value of a squared polynomial is nonnegative, and it vanishes only for
the zero polynomial. -/
theorem mean_sq (p : ℝ[X]) : 0 ≤ mean (p ^ 2) ∧ (mean (p ^ 2) = 0 ↔ p = 0) := by
  have hw : ∀ x, 0 < weight x := fun x => by unfold weight; positivity
  have hnn : ∀ x : ℝ, 0 ≤ (p ^ 2).eval x * weight x := fun x => by
    rw [eval_pow]
    exact mul_nonneg (sq_nonneg _) (hw x).le
  refine ⟨integral_nonneg hnn, fun h => ?_, fun h => by simp [h, mean]⟩
  have hae := (integral_eq_zero_iff_of_nonneg hnn (integrable_polynomial (p ^ 2))).1 h
  have hc : Continuous weight := by unfold weight; fun_prop
  -- a continuous function that vanishes almost everywhere vanishes everywhere
  have hz := (Continuous.ae_eq_iff_eq volume ((p ^ 2).continuous.mul hc)
    continuous_zero).1 hae
  refine Polynomial.funext fun x => ?_
  have hx : (p ^ 2).eval x * weight x = 0 := congrFun hz x
  rw [eval_pow] at hx
  rw [eval_zero]
  exact pow_eq_zero_iff two_ne_zero |>.1 ((mul_eq_zero.1 hx).resolve_right (hw x).ne')

/-- On a polynomial `f` times the Gaussian `exp(-x²/2)`, the oscillator Hamiltonian minus `1/2`
acts as `L` on the prefactor `f`. -/
theorem hamiltonian_on_prefactor (f : ℝ[X]) (x : ℝ) :
    -(1 / 2) * deriv (deriv fun y : ℝ => f.eval y * Real.exp (-y ^ 2 / 2)) x
      + (x ^ 2 / 2 - 1 / 2) * (f.eval x * Real.exp (-x ^ 2 / 2))
      = (excitation f).eval x * Real.exp (-x ^ 2 / 2) := by
  have h : ∀ q : ℝ[X], (deriv fun y : ℝ => q.eval y * Real.exp (-y ^ 2 / 2))
      = fun y => (derivative q - X * q).eval y * Real.exp (-y ^ 2 / 2) := by
    intro q
    ext y
    have h1 : HasDerivAt (fun z : ℝ => -z ^ 2) (-(2 * y)) y := by
      simpa using (hasDerivAt_pow 2 y).fun_neg
    rw [((q.hasDerivAt y).fun_mul (h1.div_const 2).exp).deriv]
    simp only [eval_sub, eval_mul, eval_X]
    ring
  rw [h, h]
  simp only [excitation, derivative_sub, derivative_mul, derivative_X, eval_sub, eval_add,
    eval_mul, eval_X, eval_C, eval_one]
  ring

/-- For every polynomial `f`, normalised or not, the ground-state mean of `f · L f` is half the mean
of `f'²`. -/
theorem excitation_energy (f : ℝ[X]) :
    mean (f * excitation f) = mean (derivative f ^ 2) / 2 := by
  have h := mean_by_parts (f * derivative f)
  have h1 : derivative (f * derivative f)
      = C 1 * derivative f ^ 2 + C 1 * (f * derivative (derivative f)) := by
    rw [derivative_mul, C_1]
    ring
  have h2 : f * excitation f
      = C 1 * (X * (f * derivative f)) + C (-(1 / 2)) * (f * derivative (derivative f)) := by
    rw [excitation, C_1, C_neg]
    ring
  rw [h1, mean_linear] at h
  rw [h2, mean_linear]
  linarith

/-- Completing the square: the Hylleraas functional exceeds `-F²/2` by half the mean of
`(f' + F)²`. -/
theorem hylleraas_eq (F : ℝ) (f : ℝ[X]) :
    hylleraas F f = -F ^ 2 / 2 + mean ((derivative f + C F) ^ 2) / 2 := by
  have h1 : hylleraas F f = mean (C (1 / 2) * derivative f ^ 2 + C (2 * F) * (X * f)) := by
    refine integral_congr_ae (Filter.Eventually.of_forall fun x => ?_)
    simp only [eval_add, eval_mul, eval_pow, eval_C, eval_X]
    ring
  have h2 : (derivative f + C F) ^ 2
      = C 1 * derivative f ^ 2 + C 1 * (C (2 * F) * derivative f + C (F ^ 2) * 1) := by
    refine Polynomial.funext fun x => ?_
    simp only [eval_add, eval_mul, eval_pow, eval_C, eval_one]
    ring
  have hone : mean 1 = 1 := by
    have h := integral_gaussian 1
    simp only [neg_mul, one_mul, div_one] at h
    simp only [mean, weight, eval_one, one_mul, integral_div, h]
    exact div_self (by positivity)
  rw [h1, h2, mean_linear, mean_linear, mean_linear, hone]
  linear_combination F * mean_by_parts f

/-- Variational bound for the second-order energy with perturbing potential `F x`: on polynomials
the Hylleraas functional is at least `-F²/2`, with equality exactly when `f' = -F`. -/
theorem second_order_energy (F : ℝ) (f : ℝ[X]) :
    -F ^ 2 / 2 ≤ hylleraas F f ∧
      (hylleraas F f = -F ^ 2 / 2 ↔ derivative f = C (-F)) := by
  obtain ⟨hpos, hzero⟩ := mean_sq (derivative f + C F)
  rw [hylleraas_eq, C_neg, ← add_eq_zero_iff_eq_neg, ← hzero]
  exact ⟨by linarith, fun h => by linarith, fun h => by linarith⟩

/-- A polynomial `f` brings the Hylleraas functional to `-F²/2` exactly when it solves the
first-order perturbation equation `x f' - f''/2 = -F x`. -/
theorem minimiser_iff_first_order_equation (F : ℝ) (f : ℝ[X]) :
    hylleraas F f = -F ^ 2 / 2 ↔ excitation f = -(C F * X) := by
  constructor
  · intro h
    rw [excitation, (second_order_energy F f).2.1 h, derivative_C, C_neg]
    ring
  · intro h
    -- `L` annihilates `f + F x`, so its mean squared slope is zero
    have hd : derivative (f + C F * X) = derivative f + C F := by
      rw [derivative_add, derivative_C_mul, derivative_X, mul_one]
    have hg : excitation (f + C F * X) = 0 := by
      rw [excitation] at h
      rw [excitation, hd, derivative_add, derivative_C]
      linear_combination h
    have he := excitation_energy (f + C F * X)
    have hm : mean 0 = 0 := by simp [mean]
    rw [hg, mul_zero, hm, hd] at he
    rw [hylleraas_eq]
    linarith

end

end OscillatorFieldHylleraas
```

```lean
#print axioms OscillatorFieldHylleraas.hamiltonian_on_prefactor
#print axioms OscillatorFieldHylleraas.minimiser_iff_first_order_equation
```

```
'OscillatorFieldHylleraas.hamiltonian_on_prefactor' depends on axioms: [propext, Classical.choice, Quot.sound]
'OscillatorFieldHylleraas.minimiser_iff_first_order_equation' depends on axioms: [propext, Classical.choice, Quot.sound]
```

## From Gaussian integrals to the energy bound

**Integrals.** `integrable_polynomial` shows that every polynomial times $w$ is integrable. It splits the polynomial into monomials and uses Mathlib's result for powers times a Gaussian. This matters because Lean assigns the value zero to the integral of a non-integrable function. `mean_linear` then allows a mean of two terms to be separated.

**Integration by parts.** In `mean_by_parts`, the step `hd` is the product rule for $qw$. The boundary argument is handled by a Mathlib theorem: if a function and its derivative are both integrable on the line, the derivative integrates to zero. Both conditions come from `integrable_polynomial`, and linearity turns the result into (1).

**Zero mean of a square.** `mean_sq` first obtains nonnegativity from the sign of the integrand. A zero integral makes the integrand vanish almost everywhere, and continuity extends this to every point. Positivity of the weight removes the Gaussian factor, after which `Polynomial.funext` turns equality of values into equality of polynomials.

**The Hamiltonian.** `hamiltonian_on_prefactor` verifies the formula for $L$ with actual derivatives of functions. Its auxiliary statement `h` says that differentiating $q\,e^{-x^2/2}$ replaces $q$ by $q'-xq$; using it twice gives the kinetic term. The Gaussian there is unnormalised, and multiplying both sides by $\pi^{-1/4}$ gives the identity for $\psi_0$. The later proofs do not call this theorem: its role is to tie the polynomial operator to the oscillator.

**Slope form and square.** `excitation_energy` is equation (2), obtained by applying `mean_by_parts` to `f * derivative f`. `hylleraas_eq` is equation (3). In its proof, `h1` writes the functional as the mean of a polynomial, `h2` expands the square, and `hone` proves $\langle1\rangle=1$ from the Gaussian integral. The final `linear_combination` adds $F$ times equation (1) for $q=f$.

**The two equivalences.** `second_order_energy` applies `mean_sq` to $f'+F$ and inserts the result into (3). In `minimiser_iff_first_order_equation`, the forward direction substitutes $f'=-F$ into $L$. The reverse direction follows the argument with $g=f+Fx$: `hd` computes $g'$, `hg` proves $Lg=0$, and `excitation_energy` makes the mean of $(f'+F)^2$ vanish.
